# For positive definite B and yᵀs > 0, the BFGS update uniquely minimises Fletcher's measure among positive definite matrices C with Cs = y

After a step of a quasi-Newton search for an energy minimum, the program has a displacement \(s\), the resulting change \(y\) in the energy gradient, and a Hessian model \(B\) that it can revise before choosing the next step. The revised model \(C\) should reproduce the observed gradient change, \(Cs=y\), and stay positive definite so that the next quasi-Newton step points downhill. Throughout, a positive definite matrix is understood to be symmetric. With at least two coordinates and \(y^Ts>0\), many matrices do both. If \(B\) is positive definite and \(y^Ts>0\), the BFGS update is the one closest to \(B\), as measured by

\[
\psi_B(C)=\operatorname{tr}(B^{-1}C)-\log\det(B^{-1}C).
\]

Here \(\psi_B(C)\) is called Fletcher's measure, after Fletcher's variational property of the BFGS update. The condition \(y^Ts>0\) says that the energy surface has positive average curvature along the step. It can fail, for example near a transition state.

## The update, its inverse and the measure

The coordinates are labelled by a finite type `n`, and \(N\) denotes their number, `Fintype.card n`. Matrices are real, and `⬝ᵥ` and `*ᵥ` are the dot product and the matrix–vector product.

```lean
import Mathlib

open Matrix

namespace FletcherVariational

noncomputable section

variable {n : Type*} [Fintype n] [DecidableEq n]
```

Write \(\tau=y^Ts\) and \(\sigma=s^TBs\). The direct update is

\[
B_+=B-\frac{(Bs)(Bs)^T}{\sigma}+\frac{yy^T}{\tau}.
\]

In Lean, `vecMulVec a b` is the dyad \(ab^T\).

```lean
/-- The BFGS update of the Hessian model `B` for step `s` and gradient change `y`;
its domain is `sᵀ B s ≠ 0` and `yᵀ s ≠ 0`. -/
def bfgs (B : Matrix n n ℝ) (s y : n → ℝ) : Matrix n n ℝ :=
  B - (s ⬝ᵥ B *ᵥ s)⁻¹ • vecMulVec (B *ᵥ s) (B *ᵥ s) + (y ⬝ᵥ s)⁻¹ • vecMulVec y y
```

The corresponding update of an inverse Hessian model \(H\) is

\[
H_+=H-\frac{s(Hy)^T+(Hy)s^T}{\tau}+\Big(\frac1\tau+\frac{y^THy}{\tau^2}\Big)ss^T.
\]

```lean
/-- The BFGS update of the inverse Hessian model `H`; its domain is `yᵀ s ≠ 0`. -/
def inverseBfgs (H : Matrix n n ℝ) (s y : n → ℝ) : Matrix n n ℝ :=
  H - (y ⬝ᵥ s)⁻¹ • (vecMulVec s (H *ᵥ y) + vecMulVec (H *ᵥ y) s)
    + ((y ⬝ᵥ s)⁻¹ + (y ⬝ᵥ s)⁻¹ ^ 2 * (y ⬝ᵥ H *ᵥ y)) • vecMulVec s s
```

The measure \(\psi_B(C)\) is `fletcher B C`.

```lean
/-- Fletcher's measure `tr(B⁻¹ C) - log det(B⁻¹ C)` of a Hessian model `C` relative to `B`;
its domain is positive definite `B` and `C`. -/
def fletcher (B C : Matrix n n ℝ) : ℝ :=
  (B⁻¹ * C).trace - Real.log (B⁻¹ * C).det
```

The competing models form `secantSet s y`. For real matrices, `PosDef` includes symmetry, so every competitor is symmetric.

```lean
/-- The positive definite Hessian models that satisfy the secant equation `C s = y`. -/
def secantSet (s y : n → ℝ) : Set (Matrix n n ℝ) :=
  {C | C.PosDef ∧ C *ᵥ s = y}
```

Two identities are used throughout. The first is \((ab^T)x=(b^Tx)\,a\).

```lean
omit [DecidableEq n] in
/-- A dyad `a bᵀ` sends `x` to `(b · x) a`. -/
lemma dyad_mulVec (a b x : n → ℝ) : vecMulVec a b *ᵥ x = (b ⬝ᵥ x) • a := by
  ext i
  simp only [Matrix.mulVec, dotProduct, Matrix.vecMulVec_apply, Pi.smul_apply, smul_eq_mul,
    Finset.sum_mul]
  exact Finset.sum_congr rfl fun j _ => by ring
```

The second is \((Au)^Tv=u^TAv\) for positive definite \(A\), which follows from its symmetry.

```lean
omit [DecidableEq n] in
/-- A positive definite real matrix can be moved across the dot product. -/
lemma posDef_dot {A : Matrix n n ℝ} (hA : A.PosDef) (u v : n → ℝ) :
    (A *ᵥ u) ⬝ᵥ v = u ⬝ᵥ A *ᵥ v := by
  have hT : Aᵀ = A :=
    (Matrix.conjTranspose_eq_transpose_of_trivial A).symm.trans hA.isHermitian.eq
  rw [Matrix.dotProduct_mulVec, ← Matrix.mulVec_transpose, hT]
```

## The measure exceeds N away from its reference matrix

Let \(P\) be positive definite with eigenvalues \(\lambda_i>0\). Then

\[
\operatorname{tr}P-\log\det P=\sum_i(\lambda_i-\log\lambda_i).
\]

Since \(\log\lambda\le\lambda-1\), with equality only at \(\lambda=1\), each term is at least 1. If every eigenvalue were 1, diagonalisation would give \(P=1\). So for \(P\neq1\) some term is strictly larger, and the sum exceeds \(N\). The code obtains this eigenvalue from the spectral theorem, and `Finset.sum_lt_sum` adds the inequalities.

```lean
/-- A positive definite matrix other than the identity has `tr P - log det P` greater than
the dimension. -/
theorem card_lt_trace_sub_log_det {P : Matrix n n ℝ} (hP : P.PosDef) (hne : P ≠ 1) :
    (Fintype.card n : ℝ) < P.trace - Real.log P.det := by
  have h := hP.isHermitian
  have hpos : ∀ i, 0 < h.eigenvalues i := fun i => hP.eigenvalues_pos i
  have ht : P.trace = ∑ i, h.eigenvalues i := by simpa using h.trace_eq_sum_eigenvalues
  have hd : P.det = ∏ i, h.eigenvalues i := by simpa using h.det_eq_prod_eigenvalues
  have hl : Real.log P.det = ∑ i, Real.log (h.eigenvalues i) := by
    rw [hd]
    apply Real.log_prod
    intro i _
    exact (hpos i).ne'
  -- some eigenvalue differs from one, by the spectral theorem
  have hex : ∃ i, h.eigenvalues i ≠ 1 := by
    by_contra hall
    push Not at hall
    have hf : (RCLike.ofReal ∘ h.eigenvalues : n → ℝ) = fun _ => 1 := by
      funext i
      simp [hall i]
    exact hne (h.spectral_theorem.trans (by rw [hf, Matrix.diagonal_one, map_one]))
  obtain ⟨k, hk⟩ := hex
  have hsum : ∑ i, Real.log (h.eigenvalues i) < ∑ i, (h.eigenvalues i - 1) :=
    Finset.sum_lt_sum (fun i _ => Real.log_le_sub_one_of_pos (hpos i))
      ⟨k, Finset.mem_univ k, Real.log_lt_sub_one_of_pos (hpos k) hk⟩
  have hc : ∑ i, (h.eigenvalues i - 1) = P.trace - Fintype.card n := by
    rw [ht, Finset.sum_sub_distrib]
    simp
  rw [hl]
  linarith
```

To compare \(C\) with a general positive definite \(A\), diagonalise \(A^{-1}=Q\Lambda Q^T\) and set \(M=Q\Lambda^{1/2}Q^T\), so that \(A^{-1}=M^TM\). The matrix \(P=MCM^T\) is positive definite, and

\[
\operatorname{tr}P=\operatorname{tr}(M^TMC)=\operatorname{tr}(A^{-1}C),\qquad
\det P=\det(M^TM)\det C=\det(A^{-1}C).
\]

If \(P=1\), then \(CM^T\) is the inverse of \(M\), so \(CM^TM=CA^{-1}=1\) and \(C=A\). Hence \(C\ne A\) implies \(\psi_A(C)>N\). The code writes \(M^T\) as `Mᴴ`, which is the same thing for real entries.

```lean
/-- Relative to a positive definite `A`, every positive definite `C` other than `A` has Fletcher
measure greater than the dimension. -/
theorem card_lt_fletcher {A C : Matrix n n ℝ} (hA : A.PosDef) (hC : C.PosDef) (hne : C ≠ A) :
    (Fintype.card n : ℝ) < fletcher A C := by
  -- factor A⁻¹ by taking square roots of its eigenvalues
  have hfactor : ∃ M : Matrix n n ℝ, A⁻¹ = Mᴴ * M := by
    have h := hA.inv.isHermitian
    have hsp := h.spectral_theorem
    have hdiag : Matrix.diagonal (RCLike.ofReal ∘ h.eigenvalues : n → ℝ) =
        star (Matrix.diagonal fun i => Real.sqrt (h.eigenvalues i)) *
          Matrix.diagonal fun i => Real.sqrt (h.eigenvalues i) := by
      rw [Matrix.star_eq_conjTranspose, Matrix.diagonal_conjTranspose,
        Matrix.diagonal_mul_diagonal]
      refine congrArg Matrix.diagonal (funext fun i => ?_)
      have hi : 0 ≤ h.eigenvalues i := (hA.inv.eigenvalues_pos i).le
      simp [Real.mul_self_sqrt hi]
    rw [hdiag, map_mul, map_star, Matrix.star_eq_conjTranspose] at hsp
    exact ⟨_, hsp⟩
  obtain ⟨M, hM⟩ := hfactor
  have hdet : M.det ≠ 0 := by
    intro h0
    have h1 := hA.inv.det_pos
    rw [hM, Matrix.det_mul, h0, mul_zero] at h1
    exact lt_irrefl _ h1
  have hU : IsUnit M := (Matrix.isUnit_iff_isUnit_det M).mpr hdet.isUnit
  -- the congruent matrix M C Mᵀ has the same trace and determinant as A⁻¹ C
  have hP : (M * C * Mᴴ).PosDef :=
    hC.mul_mul_conjTranspose_same (Matrix.vecMul_injective_of_isUnit hU)
  have hP1 : M * C * Mᴴ ≠ 1 := by
    intro h1
    rw [Matrix.mul_assoc] at h1
    have h2 := mul_eq_one_comm.mp h1
    rw [Matrix.mul_assoc, ← hM] at h2
    apply hne
    calc C = C * (A⁻¹ * A) := by
          rw [Matrix.nonsing_inv_mul A hA.det_pos.ne'.isUnit, Matrix.mul_one]
      _ = A := by rw [← Matrix.mul_assoc, h2, Matrix.one_mul]
  have key := card_lt_trace_sub_log_det hP hP1
  have ht : (M * C * Mᴴ).trace = (A⁻¹ * C).trace := by
    rw [Matrix.trace_mul_comm, ← Matrix.mul_assoc, ← hM]
  have hd : (M * C * Mᴴ).det = (A⁻¹ * C).det := by
    rw [hM]
    simp only [Matrix.det_mul]
    ring
  rwa [ht, hd] at key
```

## Positive curvature keeps the inverse update positive definite

For a vector \(x\), put \(w=x-(s^Tx/\tau)\,y\). Expanding gives

\[
w^THw=x^THx-\frac{2(s^Tx)(y^THx)}{\tau}+\frac{(s^Tx)^2\,y^THy}{\tau^2},
\]

and comparison with the formula for \(H_+\) yields

\[
x^TH_+x=w^THw+\frac{(s^Tx)^2}{\tau}.
\]

Let \(x\ne0\). If \(s^Tx=0\), then \(w=x\) and the first term is positive. Otherwise the second term is positive and the first is nonnegative. The identity is `hq` in the proof, and `by_cases` separates the two situations.

```lean
omit [DecidableEq n] in
/-- If `yᵀ s > 0`, the inverse BFGS update of a positive definite `H` is positive definite. -/
theorem inverseBfgs_posDef {H : Matrix n n ℝ} {s y : n → ℝ} (hH : H.PosDef)
    (hys : 0 < y ⬝ᵥ s) : (inverseBfgs H s y).PosDef := by
  have hpos : ∀ v : n → ℝ, v ≠ 0 → 0 < v ⬝ᵥ H *ᵥ v := by
    intro v hv
    simpa only [star_trivial] using hH.dotProduct_mulVec_pos hv
  refine Matrix.posDef_iff_dotProduct_mulVec.mpr ⟨?_, ?_⟩
  · refine Matrix.IsHermitian.ext fun i j => ?_
    have hij : H j i = H i j := by simpa only [star_trivial] using hH.isHermitian.apply i j
    simp only [star_trivial, inverseBfgs, Matrix.add_apply, Matrix.sub_apply, Matrix.smul_apply,
      Matrix.vecMulVec_apply, smul_eq_mul, hij]
    ring
  · intro x hx
    rw [star_trivial]
    have h1 : x ⬝ᵥ H *ᵥ y = y ⬝ᵥ H *ᵥ x := by rw [dotProduct_comm, posDef_dot hH]
    -- complete the square
    have hq : x ⬝ᵥ inverseBfgs H s y *ᵥ x =
        (x - ((y ⬝ᵥ s)⁻¹ * (s ⬝ᵥ x)) • y) ⬝ᵥ H *ᵥ (x - ((y ⬝ᵥ s)⁻¹ * (s ⬝ᵥ x)) • y)
          + (y ⬝ᵥ s)⁻¹ * (s ⬝ᵥ x) ^ 2 := by
      simp only [inverseBfgs, Matrix.add_mulVec, Matrix.sub_mulVec, Matrix.smul_mulVec,
        dyad_mulVec, Matrix.mulVec_sub, Matrix.mulVec_smul, sub_dotProduct, dotProduct_sub,
        dotProduct_add, smul_dotProduct, dotProduct_smul, smul_eq_mul, posDef_dot hH, h1,
        dotProduct_comm x s]
      ring
    rw [hq]
    by_cases hc : s ⬝ᵥ x = 0
    · simpa [hc] using hpos x hx
    · have h2 : 0 < (y ⬝ᵥ s)⁻¹ * (s ⬝ᵥ x) ^ 2 := by positivity
      have h3 : ∀ v : n → ℝ, 0 ≤ v ⬝ᵥ H *ᵥ v := by
        intro v
        by_cases hv : v = 0
        · simp [hv]
        · exact (hpos v hv).le
      exact add_pos_of_nonneg_of_pos (h3 _) h2
```

## The two updates are inverse to each other

Take \(H=B^{-1}\). Since \(\tau>0\) forces \(s\ne0\), also \(\sigma>0\). For any \(x\), let \(\alpha=s^TBx/\sigma\), \(\beta=y^Tx/\tau\) and \(z=B_+x\). Then

\[
z=Bx-\alpha Bs+\beta y,\qquad Hz=x-\alpha s+\beta Hy,
\]

\[
s^Tz=s^TBx-\alpha\sigma+\beta\tau=\beta\tau,\qquad
y^THz=\beta\tau-\alpha\tau+\beta\,y^THy.
\]

Inserting these into \(H_+z\) gives

\[
\begin{aligned}
H_+z={}&x-\alpha s+\beta Hy-\Big(\beta-\alpha+\frac{\beta\,y^THy}{\tau}\Big)s-\beta Hy\\
&+\Big(\beta+\frac{\beta\,y^THy}{\tau}\Big)s=x.
\end{aligned}
\]

So \(H_+B_+=1\). The hypotheses `hz`, `hHz` and `hsz` record the formulas for \(z\), \(Hz\) and \(s^Tz\), and the last `linear_combination` performs the cancellation component by component.

```lean
/-- For positive definite `B` and `yᵀ s > 0`, the inverse BFGS update of `B⁻¹` is a left inverse of
the direct BFGS update of `B`. -/
theorem inverseBfgs_mul_bfgs {B : Matrix n n ℝ} {s y : n → ℝ} (hB : B.PosDef)
    (hys : 0 < y ⬝ᵥ s) : inverseBfgs B⁻¹ s y * bfgs B s y = 1 := by
  have hs : s ≠ 0 := by
    rintro rfl
    simp at hys
  have hσ : 0 < s ⬝ᵥ B *ᵥ s := by
    simpa only [star_trivial] using hB.dotProduct_mulVec_pos hs
  have eσ := inv_mul_cancel₀ hσ.ne'
  have eτ := inv_mul_cancel₀ hys.ne'
  have hinv : ∀ v, B⁻¹ *ᵥ (B *ᵥ v) = v := fun v => by
    rw [Matrix.mulVec_mulVec, Matrix.nonsing_inv_mul B hB.det_pos.ne'.isUnit, Matrix.one_mulVec]
  apply Matrix.toLin'.injective
  refine LinearMap.ext fun x => ?_
  rw [Matrix.toLin'_apply, Matrix.toLin'_apply, ← Matrix.mulVec_mulVec, Matrix.one_mulVec]
  have hz : bfgs B s y *ᵥ x = B *ᵥ x - ((s ⬝ᵥ B *ᵥ s)⁻¹ * (s ⬝ᵥ B *ᵥ x)) • (B *ᵥ s)
      + ((y ⬝ᵥ s)⁻¹ * (y ⬝ᵥ x)) • y := by
    simp only [bfgs, Matrix.add_mulVec, Matrix.sub_mulVec, Matrix.smul_mulVec, dyad_mulVec,
      smul_smul, posDef_dot hB]
  generalize bfgs B s y *ᵥ x = z at hz ⊢
  have hHz : B⁻¹ *ᵥ z = x - ((s ⬝ᵥ B *ᵥ s)⁻¹ * (s ⬝ᵥ B *ᵥ x)) • s
      + ((y ⬝ᵥ s)⁻¹ * (y ⬝ᵥ x)) • (B⁻¹ *ᵥ y) := by
    rw [hz]
    simp only [Matrix.mulVec_add, Matrix.mulVec_sub, Matrix.mulVec_smul, hinv]
  have hsz : s ⬝ᵥ z = y ⬝ᵥ x := by
    rw [hz]
    simp only [dotProduct_add, dotProduct_sub, dotProduct_smul, smul_eq_mul, dotProduct_comm s y]
    linear_combination (-(s ⬝ᵥ B *ᵥ x)) * eσ + (y ⬝ᵥ x) * eτ
  simp only [inverseBfgs, Matrix.add_mulVec, Matrix.sub_mulVec, Matrix.smul_mulVec, dyad_mulVec,
    posDef_dot hB.inv, hsz, hHz, dotProduct_add, dotProduct_sub, dotProduct_smul, smul_eq_mul]
  ext i
  simp only [Pi.add_apply, Pi.sub_apply, Pi.smul_apply, smul_eq_mul]
  linear_combination ((s ⬝ᵥ B *ᵥ s)⁻¹ * (s ⬝ᵥ B *ᵥ x) * s i) * eτ
```

## Traces that the update leaves alone

Let \(D\) be symmetric with \(Ds=0\), so that \(s^TD=0\) as well. Every dyad in \(H_+-H\) contains \(s\), and therefore

\[
\operatorname{tr}\big(s(Hy)^TD\big)=(Hy)^TDs=0,\quad
\operatorname{tr}\big((Hy)s^TD\big)=s^TD(Hy)=0,\quad
\operatorname{tr}(ss^TD)=s^TDs=0.
\]

Hence \(\operatorname{tr}(H_+D)=\operatorname{tr}(HD)\). This step requires no symmetry of \(H\).

```lean
omit [DecidableEq n] in
/-- The inverse BFGS update leaves `tr(H D)` unchanged for every symmetric `D` with `D s = 0`. -/
theorem trace_inverseBfgs_mul (H : Matrix n n ℝ) {D : Matrix n n ℝ} {s : n → ℝ} (y : n → ℝ)
    (hD : Dᵀ = D) (hs : D *ᵥ s = 0) : (inverseBfgs H s y * D).trace = (H * D).trace := by
  have hl : s ᵥ* D = 0 := by rw [← Matrix.mulVec_transpose, hD, hs]
  have hr : ∀ u : n → ℝ, s ⬝ᵥ (u ᵥ* D) = 0 := fun u => by
    rw [dotProduct_comm, ← Matrix.dotProduct_mulVec, hs, dotProduct_zero]
  simp only [inverseBfgs, Matrix.add_mul, Matrix.sub_mul, Matrix.smul_mul, Matrix.vecMulVec_mul,
    Matrix.trace_add, Matrix.trace_sub, Matrix.trace_smul, Matrix.trace_vecMulVec, hl, hr,
    dotProduct_zero, smul_zero, add_zero, sub_zero]
```

## An exact splitting of the measure

For positive definite \(A\) and \(C\), the determinant factorises and

\[
\psi_A(C)=\operatorname{tr}(A^{-1}C)-\log\det C+\log\det A.
\]

```lean
/-- For positive definite matrices the logarithm in Fletcher's measure splits into
`log det C - log det A`. -/
lemma fletcher_eq {A C : Matrix n n ℝ} (hA : A.PosDef) (hC : C.PosDef) :
    fletcher A C = (A⁻¹ * C).trace - (Real.log C.det - Real.log A.det) := by
  rw [fletcher, Matrix.det_mul, Real.log_mul hA.inv.det_pos.ne' hC.det_pos.ne',
    Matrix.det_nonsing_inv, Ring.inverse_eq_inv', Real.log_inv]
  ring
```

Take \(H=B^{-1}\) again. The update is itself a competitor. It is positive definite because it is the inverse of the positive definite \(H_+\), and \(B_+s=Bs-Bs+y=y\).

For any other competitor \(C\), the difference \(D=C-B_+\) is symmetric and satisfies \(Ds=y-y=0\). The trace identity, with \(H_+B_+=1\), becomes

\[
\operatorname{tr}(H_+C)-N=\operatorname{tr}(HC)-\operatorname{tr}(HB_+).
\]

Subtracting \(\log\det C-\log\det B\) from \(\operatorname{tr}(HC)\), and adding and subtracting \(\log\det B_+\), gives

\[
\psi_B(C)=\psi_B(B_+)+\big(\psi_{B_+}(C)-N\big).
\]

In the proof, `htr` is the trace identity, and `linarith` combines it with the three expanded measures.

```lean
/-- For positive definite `B` and `yᵀ s > 0`, the BFGS update lies in the secant set, and for every
`C` in that set the Fletcher measure of `C` relative to `B` equals that of the update relative to
`B`, plus the Fletcher measure of `C` relative to the update, minus the dimension. -/
theorem bfgs_pythagoras {B : Matrix n n ℝ} {s y : n → ℝ} (hB : B.PosDef) (hys : 0 < y ⬝ᵥ s) :
    bfgs B s y ∈ secantSet s y ∧ ∀ C ∈ secantSet s y,
      fletcher B C = fletcher B (bfgs B s y) + (fletcher (bfgs B s y) C - Fintype.card n) := by
  have hmul := inverseBfgs_mul_bfgs hB hys
  have hpd : (bfgs B s y).PosDef := by
    rw [← Matrix.inv_eq_right_inv hmul]
    exact (inverseBfgs_posDef hB.inv hys).inv
  have hs : s ≠ 0 := by
    rintro rfl
    simp at hys
  have hσ : 0 < s ⬝ᵥ B *ᵥ s := by
    simpa only [star_trivial] using hB.dotProduct_mulVec_pos hs
  have hsec : bfgs B s y *ᵥ s = y := by
    simp only [bfgs, Matrix.add_mulVec, Matrix.sub_mulVec, Matrix.smul_mulVec, dyad_mulVec,
      smul_smul, posDef_dot hB, inv_mul_cancel₀ hσ.ne', inv_mul_cancel₀ hys.ne', one_smul,
      sub_self, zero_add]
  refine ⟨⟨hpd, hsec⟩, ?_⟩
  rintro C ⟨hC, hCs⟩
  -- the difference of two feasible models is symmetric and annihilates s
  have hD : (C - bfgs B s y)ᵀ = C - bfgs B s y := by
    rw [← Matrix.conjTranspose_eq_transpose_of_trivial]
    exact (hC.isHermitian.sub hpd.isHermitian).eq
  have hDs : (C - bfgs B s y) *ᵥ s = 0 := by rw [Matrix.sub_mulVec, hCs, hsec, sub_self]
  have htr := trace_inverseBfgs_mul B⁻¹ y hD hDs
  rw [Matrix.mul_sub, Matrix.mul_sub, Matrix.trace_sub, Matrix.trace_sub, hmul,
    Matrix.trace_one] at htr
  rw [fletcher_eq hB hC, fletcher_eq hB hpd, fletcher_eq hpd hC, Matrix.inv_eq_left_inv hmul]
  linarith
```

## The unique minimiser

If \(C\ne B_+\), the bracket is positive by the eigenvalue bound with \(A=B_+\), so \(\psi_B(C)>\psi_B(B_+)\). If \(C=B_+\), the two values are equal.

The theorem takes `hB`, positive definiteness of the old model, and `hys`, positive curvature along the step. It concludes that the update belongs to the secant set, that no member has a smaller measure, and that equality holds only for the update itself.

```lean
/-- Fletcher's variational property: for positive definite `B` and `yᵀ s > 0`, the BFGS update is
the unique minimiser of `tr(B⁻¹ C) - log det(B⁻¹ C)` over positive definite `C` with `C s = y`. -/
theorem bfgs_minimises_fletcher {B : Matrix n n ℝ} {s y : n → ℝ} (hB : B.PosDef)
    (hys : 0 < y ⬝ᵥ s) :
    bfgs B s y ∈ secantSet s y ∧ ∀ C ∈ secantSet s y,
      fletcher B (bfgs B s y) ≤ fletcher B C ∧
        (fletcher B C = fletcher B (bfgs B s y) ↔ C = bfgs B s y) := by
  obtain ⟨hmem, hpyth⟩ := bfgs_pythagoras hB hys
  refine ⟨hmem, fun C hC => ?_⟩
  rcases eq_or_ne C (bfgs B s y) with h | h
  · rw [h]
    exact ⟨le_rfl, by simp⟩
  · have hlt : fletcher B (bfgs B s y) < fletcher B C := by
      have h1 := hpyth C hC
      have h2 := card_lt_fletcher hmem.1 hC.1 h
      linarith
    exact ⟨hlt.le, fun e => absurd e hlt.ne', fun e => absurd e h⟩

end

end FletcherVariational
```

```lean
#print axioms FletcherVariational.bfgs_minimises_fletcher
```

```
'FletcherVariational.bfgs_minimises_fletcher' depends on axioms: [propext, Classical.choice, Quot.sound]
```

For geometry optimisation in electronic structure, this characterises a single BFGS update in exact real arithmetic with finitely many coordinates. It does not address convergence of the optimisation, rounding errors, or how well the model approximates the true Hessian.

## Two coordinates worked by hand

Take \(B=1\), \(s=(1,0)^T\) and \(y=(2,1)^T\), so \(\sigma=1\) and \(\tau=2\). The update is

\[
B_+=\begin{pmatrix}1&0\\0&1\end{pmatrix}-\begin{pmatrix}1&0\\0&0\end{pmatrix}+\frac12\begin{pmatrix}4&2\\2&1\end{pmatrix}
=\begin{pmatrix}2&1\\1&\tfrac32\end{pmatrix}.
\]

The secant equation and symmetry fix every entry of a competitor except the last:

\[
C=\begin{pmatrix}2&1\\1&c\end{pmatrix},\qquad c>\tfrac12,\qquad
\psi_B(C)=2+c-\log(2c-1).
\]

The derivative \(1-2/(2c-1)\) vanishes only at \(c=\tfrac32\), which is the BFGS entry. The measure there is \(\tfrac72-\log2\approx2.807\), while \(c=2\) gives \(4-\log3\approx2.901\).
